# The characteristic function of a P-step symmetric walk with diffusive hop length tends to that of the free imaginary-time kernel

Take a particle of mass m > 0 on a line, in units with ħ = 1, and an imaginary time t > 0 cut into P equal slices. In each slice, independently of the others, the particle hops by +a or −a with equal probability, where

a = √(t/(mP)).

I have seen it said that for large P this walk reproduces the free-particle kernel

G(x) = √(m/(2πt)) exp(−mx²/(2t)),

and that the reason is the limit

cos(k√(t/(mP)))^P → exp(−k²t/(2m)) as P → ∞

for every real wave number k. Expanding the cosine to second order makes this plausible, but I would like to see the neglected terms controlled. Can the statement be made rigorous, with an error estimate, and checked by machine?

## Coin-flip hops and Gaussian factors first differ at fourth order

Yes. Write h_j = ±a for the hop in slice j, with j = 0, …, P−1, and x = Σ_j h_j for the endpoint of a walk that starts at the origin. The characteristic function of the endpoint is the average over all 2^P walks,

φ_P(k) = 2^(−P) Σ_walks exp(ikx).

**Factorisation.** The phase of a walk is the product of the phases of its hops. Summing this product over all independent choices of sign gives a product of sums, one for each slice:

φ_P(k) = [(exp(ika) + exp(−ika))/2]^P = cos(ka)^P.

**One hop.** The cosine is now compared with a Gaussian factor. For every real y, both cos y and exp(−y²/2) lie between

1 − y²/2 and 1 − y²/2 + y⁴/8,

so they differ by at most y⁴/8. The four inequalities behind this are elementary.

- Lower bound on the cosine: cos y = 1 − 2 sin²(y/2) ≥ 1 − y²/2, because |sin z| ≤ |z|.
- Upper bound on the cosine: put z = |y|/2. It suffices that sin² z ≥ z² − z⁴, since then cos y = 1 − 2 sin² z ≤ 1 − 2z² + 2z⁴, which is the stated bound. If z ≥ 1, then z² − z⁴ ≤ 0 and there is nothing to show. If 0 ≤ z ≤ 1, then z ≤ tan z gives z cos z ≤ sin z. Squaring yields z² − z² sin² z ≤ sin² z, and sin² z ≤ z² then gives z² − z⁴ ≤ sin² z.
- Lower bound on the exponential: 1 + v ≤ exp(v) with v = −y²/2.
- Upper bound on the exponential: put u = y²/2 ≥ 0. Then exp(u) ≥ 1 + u + u²/2, and

(1 − u + u²/2)(1 + u + u²/2) = 1 + u⁴/4 ≥ 1,

so exp(−u) ≤ 1/(1 + u + u²/2) ≤ 1 − u + u²/2.

**P hops.** If |c| ≤ 1 and |g| ≤ 1, then

c^(n+1) − g^(n+1) = c(c^n − g^n) + g^n(c − g),

so each further factor adds at most |c − g| to the error. By induction |c^n − g^n| ≤ n|c − g|.

Now set y = ka, c = cos y and g = exp(−y²/2). Since y² = k²t/(mP), the power g^P is exactly exp(−k²t/(2m)), and for P > 0

|cos(ka)^P − exp(−k²t/(2m))| ≤ P y⁴/8 = k⁴t²/(8m²P).

The right-hand side vanishes as P → ∞ at fixed k.

**The free kernel.** Completing the square gives

−mx²/(2t) + ikx = −(m/(2t))(x − ikt/m)² − k²t/(2m).

The integrand is entire and decays in the strip between the real axis and the shifted line, so the shift does not change the Gaussian integral, which equals √(2πt/m). The prefactor of G cancels it, and

∫ exp(ikx) G(x) dx = exp(−k²t/(2m)).

This is the limit of φ_P(k).

## What the theorems say about the walk

A walk is a function `s : Fin P → Bool`, that is, one binary choice per slice. `hop` turns a choice into ±a, and `endpoint` adds the hops. `walkCharFun P a k` is the explicit average over all such functions, so equal weights are built into the definition and no separate probability space is needed. `hopLength m t P` is √(t/(mP)), and `freeKernel m t x` is G(x).

The hop length is a postulate of the model. It gives each hop the variance t/(mP), so the endpoint has variance t/m for every P > 0, the same as the free kernel.

There are three main statements:

- `cos_pow_error` is the explicit bound k⁴t²/(8m²P), for m > 0, t ≥ 0 and P > 0.
- `tendsto_cos_pow` is the cosine limit, for m > 0, t ≥ 0 and real k. At t = 0 both sides equal 1.
- `walk_tendsto_freeKernel` says that φ_P(k) tends to the Fourier integral of G. It assumes t > 0, because at t = 0 the kernel is a delta distribution and not a function.

In Lean, `Tendsto … atTop (𝓝 …)` is the ordinary limit P → ∞. The sign convention of the Fourier transform is exp(+ikx), with no factor 1/(2π).

The convergence is pointwise in k. The bound grows as k⁴ and says nothing once (k²t/m)² reaches 16P, because two numbers between −1 and 1 never differ by more than 2. Lévy's continuity theorem would turn the pointwise limit into convergence in distribution of the endpoint, but the file does not take that step. The walk has no probability density to compare with G point by point, since its endpoint lies on a lattice for every finite P.

For path-integral simulation, the result shows in the case of one free particle in one dimension that two-valued hops can stand in for the Gaussian links between imaginary-time slices, as far as the endpoint of the path is concerned, with an error of order 1/P in its characteristic function at fixed k. The path is open and there is no potential, whereas a ring polymer closes the path and normally carries one.

```lean
import Mathlib

open Filter Topology

namespace RandomWalkFreeKernel

noncomputable section

/-- The displacement in one hop of length `a`: to the right for `true`, to the left for `false`. -/
def hop (a : ℝ) (b : Bool) : ℝ := if b then a else -a

/-- The endpoint of a `P`-step walk that starts at the origin. -/
def endpoint {P : ℕ} (a : ℝ) (s : Fin P → Bool) : ℝ := ∑ j, hop a (s j)

/-- The characteristic function of the endpoint: the average of `exp (i k x)` over all
`2 ^ P` equally likely walks. -/
def walkCharFun (P : ℕ) (a k : ℝ) : ℂ :=
  (∑ s : Fin P → Bool, Complex.exp (Complex.I * k * (endpoint a s : ℂ))) / 2 ^ P

/-- The diffusive hop length for imaginary time `t` divided into `P` slices, with `ħ = 1`. -/
def hopLength (m t : ℝ) (P : ℕ) : ℝ := √(t / (m * P))

/-- The free-particle kernel in imaginary time `t` for displacement `x`, with `ħ = 1`. -/
def freeKernel (m t x : ℝ) : ℝ :=
  √(m / (2 * Real.pi * t)) * Real.exp (-(m * x ^ 2 / (2 * t)))

/-- The characteristic function of the symmetric walk is the `P`-th power of the cosine
that belongs to a single hop. -/
theorem walkCharFun_eq_cos_pow (P : ℕ) (a k : ℝ) :
    walkCharFun P a k = (Real.cos (k * a) : ℂ) ^ P := by
  -- the phase of a walk is the product of the phases of its hops
  have h : ∀ s : Fin P → Bool, Complex.exp (Complex.I * k * (endpoint a s : ℂ)) =
      ∏ j, Complex.exp (Complex.I * k * (hop a (s j) : ℂ)) := by
    intro s
    rw [endpoint, Complex.ofReal_sum, Finset.mul_sum, Complex.exp_sum]
  have e1 : Complex.I * k * (hop a true : ℂ) = ((k * a : ℝ) : ℂ) * Complex.I := by
    rw [show hop a true = a by simp [hop]]
    push_cast
    ring
  have e2 : Complex.I * k * (hop a false : ℂ) = -((k * a : ℝ) : ℂ) * Complex.I := by
    rw [show hop a false = -a by simp [hop]]
    push_cast
    ring
  rw [walkCharFun, Finset.sum_congr rfl (fun s _ => h s),
    ← Fintype.sum_pow (fun b : Bool => Complex.exp (Complex.I * k * (hop a b : ℂ))) P,
    ← div_pow, Fintype.sum_bool, e1, e2, Complex.ofReal_cos, Complex.cos]

/-- The cosine exceeds its quadratic approximation by at most `x ^ 4 / 8`. -/
theorem cos_le_quartic (x : ℝ) : Real.cos x ≤ 1 - x ^ 2 / 2 + x ^ 4 / 8 := by
  have key : ∀ y : ℝ, 0 ≤ y → y ^ 2 - y ^ 4 ≤ Real.sin y ^ 2 := by
    intro y hy
    rcases le_total 1 y with h1 | h1
    · have h2 : 0 ≤ y ^ 2 - 1 := by nlinarith
      nlinarith [sq_nonneg (Real.sin y), mul_nonneg (sq_nonneg y) h2]
    · have hp : y < Real.pi / 2 := by linarith [Real.pi_gt_three]
      have hc : 0 < Real.cos y := Real.cos_pos_of_mem_Ioo ⟨by linarith, hp⟩
      -- the inequality `y ≤ tan y` bounds the sine from below
      have ht := Real.le_tan hy hp
      rw [Real.tan_eq_sin_div_cos, le_div_iff₀ hc] at ht
      have h0 : 0 ≤ y * Real.cos y := mul_nonneg hy hc.le
      have h2 := pow_le_pow_left₀ h0 ht 2
      have hs := pow_le_pow_left₀ (h0.trans ht) (Real.sin_le hy) 2
      rw [mul_pow, Real.cos_sq'] at h2
      nlinarith [mul_le_mul_of_nonneg_left hs (sq_nonneg y)]
  have hk := key (|x| / 2) (by positivity)
  have h4 : |x| ^ 4 = x ^ 4 := by
    rw [show |x| ^ 4 = (|x| ^ 2) ^ 2 by ring, sq_abs]
    ring
  rw [div_pow, div_pow, sq_abs, h4] at hk
  have hd := Real.cos_two_mul (|x| / 2)
  rw [show 2 * (|x| / 2) = |x| by ring, Real.cos_abs] at hd
  linarith [Real.sin_sq_add_cos_sq (|x| / 2)]

/-- The cosine of a single hop differs from the Gaussian factor `exp (-x ^ 2 / 2)`
by at most `x ^ 4 / 8`. -/
theorem abs_cos_sub_gaussian_le (x : ℝ) :
    |Real.cos x - Real.exp (-(x ^ 2 / 2))| ≤ x ^ 4 / 8 := by
  have hu : 0 ≤ x ^ 2 / 2 := by positivity
  have hlow := Real.add_one_le_exp (-(x ^ 2 / 2))
  have hup : Real.exp (-(x ^ 2 / 2)) ≤ 1 - x ^ 2 / 2 + (x ^ 2 / 2) ^ 2 / 2 := by
    generalize x ^ 2 / 2 = u at hu
    have hq := Real.quadratic_le_exp_of_nonneg hu
    have hpos : 0 < 1 + u + u ^ 2 / 2 := by positivity
    have h1 : Real.exp (-u) * Real.exp u = 1 := by
      rw [← Real.exp_add, neg_add_cancel, Real.exp_zero]
    have h2 := mul_le_mul_of_nonneg_left hq (Real.exp_pos (-u)).le
    have h3 : (1 - u + u ^ 2 / 2) * (1 + u + u ^ 2 / 2) = 1 + u ^ 4 / 4 := by ring
    have h4 : 0 ≤ u ^ 4 / 4 := by positivity
    refine le_of_mul_le_mul_right ?_ hpos
    linarith
  have hc : 1 - x ^ 2 / 2 ≤ Real.cos x := Real.one_sub_sq_div_two_le_cos
  rw [abs_le]
  constructor
  · nlinarith
  · linarith [cos_le_quartic x]

/-- For two factors of modulus at most one, the error of the `n`-th power is at most
`n` times the error of a single factor. -/
theorem abs_pow_sub_pow_le {a b : ℝ} (ha : |a| ≤ 1) (hb : |b| ≤ 1) (n : ℕ) :
    |a ^ n - b ^ n| ≤ n * |a - b| := by
  induction n with
  | zero => simp
  | succ n ih =>
    have hbn : |b ^ n| ≤ 1 := by
      rw [abs_pow]
      exact pow_le_one₀ (abs_nonneg b) hb
    calc |a ^ (n + 1) - b ^ (n + 1)| = |a * (a ^ n - b ^ n) + b ^ n * (a - b)| := by
          congr 1
          ring
      _ ≤ |a| * |a ^ n - b ^ n| + |b ^ n| * |a - b| := by
          rw [← abs_mul, ← abs_mul]
          exact abs_add_le _ _
      _ ≤ 1 * |a ^ n - b ^ n| + 1 * |a - b| := by gcongr
      _ ≤ ((n + 1 : ℕ) : ℝ) * |a - b| := by
          push_cast
          linarith

/-- With `P` time slices the cosine power differs from `exp (-k ^ 2 t / (2 m))`
by at most `k ^ 4 t ^ 2 / (8 m ^ 2 P)`. -/
theorem cos_pow_error {m t : ℝ} (hm : 0 < m) (ht : 0 ≤ t) (k : ℝ) {P : ℕ} (hP : 0 < P) :
    |Real.cos (k * hopLength m t P) ^ P - Real.exp (-(k ^ 2 * t / (2 * m)))| ≤
      k ^ 4 * t ^ 2 / (8 * m ^ 2) / P := by
  have hP' : (0 : ℝ) < P := by exact_mod_cast hP
  have hsq : hopLength m t P ^ 2 = t / (m * P) := Real.sq_sqrt (by positivity)
  -- the Gaussian factorises over the time slices
  have hexp : Real.exp (-(k ^ 2 * t / (2 * m))) =
      Real.exp (-((k * hopLength m t P) ^ 2 / 2)) ^ P := by
    rw [← Real.exp_nat_mul, mul_pow, hsq]
    congr 1
    field_simp
  have hg : |Real.exp (-((k * hopLength m t P) ^ 2 / 2))| ≤ 1 := by
    rw [abs_of_pos (Real.exp_pos _), Real.exp_le_one_iff]
    linarith [sq_nonneg (k * hopLength m t P)]
  rw [hexp]
  refine (abs_pow_sub_pow_le (Real.abs_cos_le_one _) hg P).trans ?_
  refine (mul_le_mul_of_nonneg_left (abs_cos_sub_gaussian_le _) hP'.le).trans (le_of_eq ?_)
  rw [show (k * hopLength m t P) ^ 4 = k ^ 4 * (hopLength m t P ^ 2) ^ 2 by ring, hsq]
  field_simp

/-- The cosine power tends to `exp (-k ^ 2 t / (2 m))` as the number of time slices
tends to infinity. -/
theorem tendsto_cos_pow {m t : ℝ} (hm : 0 < m) (ht : 0 ≤ t) (k : ℝ) :
    Tendsto (fun P : ℕ => Real.cos (k * √(t / (m * P))) ^ P) atTop
      (𝓝 (Real.exp (-(k ^ 2 * t / (2 * m))))) := by
  rw [← tendsto_sub_nhds_zero_iff]
  refine squeeze_zero_norm' ?_
    (tendsto_const_div_atTop_nhds_zero_nat (k ^ 4 * t ^ 2 / (8 * m ^ 2)))
  filter_upwards [eventually_gt_atTop 0] with P hP
  exact cos_pow_error hm ht k hP

/-- The Fourier transform of the free kernel is `exp (-k ^ 2 t / (2 m))`. -/
theorem freeKernel_charFun {m t : ℝ} (hm : 0 < m) (ht : 0 < t) (k : ℝ) :
    ∫ x : ℝ, Complex.exp (Complex.I * k * x) * (freeKernel m t x : ℂ) =
      (Real.exp (-(k ^ 2 * t / (2 * m))) : ℂ) := by
  have hr : 0 < m / (2 * t) := by positivity
  have hmC : (m : ℂ) ≠ 0 := by exact_mod_cast hm.ne'
  have htC : (t : ℂ) ≠ 0 := by exact_mod_cast ht.ne'
  have h : ∀ x : ℝ, Complex.exp (Complex.I * k * x) * (freeKernel m t x : ℂ) =
      (√(m / (2 * Real.pi * t)) : ℂ) *
        Complex.exp (-((m / (2 * t) : ℝ) : ℂ) * x ^ 2 + Complex.I * k * x + 0) := by
    intro x
    rw [freeKernel, Complex.ofReal_mul, Complex.ofReal_exp, mul_left_comm, ← Complex.exp_add]
    congr 2
    push_cast
    ring
  have hb : (-((m / (2 * t) : ℝ) : ℂ)).re < 0 := by
    rw [Complex.neg_re, Complex.ofReal_re]
    linarith
  have hpre : ((Real.pi : ℂ) / - -((m / (2 * t) : ℝ) : ℂ)) ^ (1 / 2 : ℂ) =
      ((√(Real.pi / (m / (2 * t))) : ℝ) : ℂ) := by
    rw [neg_neg, Real.sqrt_eq_rpow, Complex.ofReal_cpow (by positivity)]
    congr 1 <;> push_cast <;> ring
  have hexp : 0 - (Complex.I * k) ^ 2 / (4 * -((m / (2 * t) : ℝ) : ℂ)) =
      ((-(k ^ 2 * t / (2 * m)) : ℝ) : ℂ) := by
    rw [mul_pow, Complex.I_sq]
    push_cast
    field_simp
    try ring
  -- the prefactor of the kernel cancels the Gaussian integral
  have hone : √(m / (2 * Real.pi * t)) * √(Real.pi / (m / (2 * t))) = 1 := by
    rw [← Real.sqrt_mul (by positivity),
      show m / (2 * Real.pi * t) * (Real.pi / (m / (2 * t))) = 1 by field_simp,
      Real.sqrt_one]
  simp_rw [h]
  rw [MeasureTheory.integral_const_mul, integral_cexp_quadratic hb, hpre, hexp, ← mul_assoc,
    ← Complex.ofReal_mul, hone, Complex.ofReal_one, one_mul, Complex.ofReal_exp]

/-- At every wave number the characteristic function of the `P`-step symmetric walk with
diffusive hop length converges to the Fourier transform of the free kernel. -/
theorem walk_tendsto_freeKernel {m t : ℝ} (hm : 0 < m) (ht : 0 < t) (k : ℝ) :
    Tendsto (fun P : ℕ => walkCharFun P (hopLength m t P) k) atTop
      (𝓝 (∫ x : ℝ, Complex.exp (Complex.I * k * x) * (freeKernel m t x : ℂ))) := by
  rw [freeKernel_charFun hm ht k]
  have h := (Complex.continuous_ofReal.tendsto _).comp (tendsto_cos_pow hm ht.le k)
  refine h.congr fun P => ?_
  rw [walkCharFun_eq_cos_pow, Function.comp_apply, Complex.ofReal_pow, hopLength]

end

end RandomWalkFreeKernel
```

```lean
#print axioms RandomWalkFreeKernel.walk_tendsto_freeKernel
```

```
'RandomWalkFreeKernel.walk_tendsto_freeKernel' depends on axioms: [propext, Classical.choice, Quot.sound]
```

## How the Lean proof follows the calculation

`walkCharFun_eq_cos_pow` is the factorisation. The auxiliary statement `h` uses `Complex.exp_sum` to split the phase of a walk into the phases of its hops. `Fintype.sum_pow`, applied from right to left, then turns the sum over walks into the P-th power of a two-term sum. The identities `e1` and `e2` put the two exponents into the form in which Mathlib defines the complex cosine.

`cos_le_quartic` is the upper bound on the cosine. Its inner claim `key` is the inequality for sin², split into the cases 1 ≤ y and y ≤ 1; the variable `y` there is the half-angle called z above. The second case starts from `Real.le_tan`, and `nlinarith` combines the squared inequalities. The double-angle formula `Real.cos_two_mul` then carries the result over to cos x.

`abs_cos_sub_gaussian_le` supplies the other three bounds. The lower bounds are the Mathlib lemmas `Real.add_one_le_exp` and `Real.one_sub_sq_div_two_le_cos`. The upper bound `hup` is the product argument: `h3` is the identity with 1 + u⁴/4, and `le_of_mul_le_mul_right` cancels the positive factor 1 + u + u²/2. Splitting the absolute value with `abs_le` leaves two inequalities that follow from these bounds.

`abs_pow_sub_pow_le` is the induction on the number of factors. The first line of its `calc` block is the splitting of c^(n+1) − g^(n+1), with `a` and `b` for c and g. The triangle inequality follows, and then the bounds |a| ≤ 1 and |b^n| ≤ 1.

`cos_pow_error` joins the last two lemmas. In it, `hsq` computes the square of the hop length, `hexp` writes the limiting Gaussian as a P-th power, and `hg` checks that each Gaussian factor is at most one. The remaining lines insert the single-hop error, multiply by P and simplify.

`tendsto_cos_pow` squeezes the difference between zero and a constant divided by P. The bound is needed only for large P, which `eventually_gt_atTop 0` expresses.

`freeKernel_charFun` uses Mathlib's integral of the exponential of a complex quadratic, `integral_cexp_quadratic`, in place of the contour shift. Its condition `hb` is that the quadratic coefficient −m/(2t) has negative real part. The statement `hpre` identifies the resulting complex square root with a real one, `hexp` evaluates the exponent as −k²t/(2m), and `hone` is the cancellation of the prefactor.

`walk_tendsto_freeKernel` replaces the Fourier integral by its value. It then carries the real cosine limit into the complex numbers by continuity of the embedding, and uses the factorisation to recognise the cosine power as the characteristic function of the walk.
